# Canonical orthogonalization can make the ground energy discontinuous: a two-function model

## The model and its conventions

Take two normalised real basis functions with mutual overlap \(s\). Their overlap matrix and the Hamiltonian matrix in the same basis are

\[
S=\begin{pmatrix}1&s\\ s&1\end{pmatrix},\qquad
H=\begin{pmatrix}0&0\\ 0&1\end{pmatrix}.
\]

Energies are in units of the difference between the two diagonal elements of \(H\). A trial vector \(v=(v_0,v_1)\), with components counted from zero, has the energy

\[
E(v)=\frac{v^THv}{v^TSv},\qquad v^TSv\neq 0 .
\]

Canonical orthogonalization with threshold \(\tau\) keeps the span of those eigenvectors of \(S\) whose eigenvalue is strictly greater than \(\tau\). The threshold stands for the practical decision that a combination of basis functions with too small a norm is numerically redundant. The ground energy \(E_\tau(s)\) is the minimum of \(E(v)\) over the nonzero retained vectors.

## The energy on either side of the threshold

Let \(0<\tau<1\). The claim is that

\[
E_\tau(s)=\begin{cases}0, & 0<s<1-\tau,\\[2pt] \dfrac{1}{2+2s}, & s\ge 1-\tau,\end{cases}
\]

so that the energy jumps from \(0\) to \(1/(4-2\tau)\) at \(s=1-\tau\).

**The quadratic forms.** Multiplying out gives \(v^THv=v_1^2\) and

\[
v^TSv=v_0^2+2s\,v_0v_1+v_1^2=\tfrac{1+s}{2}(v_0+v_1)^2+\tfrac{1-s}{2}(v_0-v_1)^2 .
\]

For \(-1<s<1\) both coefficients are positive. The form then vanishes only if \(v_0+v_1=v_0-v_1=0\), that is, for \(v=0\).

**The full space.** For \(-1<s<1\) the energy is a non-negative number divided by a positive one, so \(E(v)\ge 0\). The vector \((1,0)\) attains \(0\), and \(E(v)=0\) forces \(v_1=0\).

**The symmetric line.** For \(v=c\,(1,1)\) with \(c\ne0\) and \(s>-1\),

\[
E(v)=\frac{c^2}{c^2(2+2s)}=\frac{1}{2+2s}>0 .
\]

The normalised vector is \((1,1)/\sqrt{2+2s}\), with the norm taken in the metric \(S\).

**What is retained.** The vectors \((1,1)\) and \((1,-1)\) are eigenvectors of \(S\) with eigenvalues \(1+s\) and \(1-s\). If both eigenvalues exceed \(\tau\), both vectors are kept, and they span the plane. Suppose instead that \(1-s\le\tau<1+s\), and let \(Sv=\mu v\) with \(\mu>\tau\). Subtracting the two components of this equation gives

\[
\bigl(\mu-(1-s)\bigr)(v_0-v_1)=0 .
\]

The first factor is positive, so \(v_0=v_1\), and only the line through \((1,1)\) survives.

**The jump.** For \(0<s<1-\tau\) everything is retained and the energy is \(0\). For \(s\ge1-\tau\) only the symmetric line is left and the energy is \(1/(2+2s)\), which tends to \(1/(4-2\tau)\) as \(s\) decreases to \(1-\tau\). Since \(4-2\tau<4\), the jump exceeds \(1/4\) for every threshold in \((0,1)\).

**A numerical instance.** Let \(\tau=0.2\), so that the critical overlap is \(0.8\). At \(s=0.75\) the eigenvalues are \(1.75\) and \(0.25\); both are kept, and the energy is \(0\). At \(s=0.8\) they are \(1.8\) and \(0.2\). The second does not exceed the threshold and is dropped, and the energy is \(1/3.6=5/18\approx0.278\).

In electronic-structure calculations with nearly dependent basis sets, the same mechanism can put a step into a computed energy curve; here it is isolated in a two-function model whose \(H\) stays fixed while \(s\) varies. That restriction matters for the size of the step. If two normalised functions merge under a fixed bounded Hamiltonian, their diagonal elements approach each other, whereas the model holds them at \(0\) and \(1\). The bound \(1/4\) therefore belongs to this model and is no general estimate.

## The matrices, the retained space and the energy in Lean

```lean
import Mathlib

open Matrix Filter Topology

namespace CanonicalOrthogonalizationJump

noncomputable section
```

Vectors are functions `Fin 2 → ℝ`, so `v 0` and `v 1` are the components \(v_0\) and \(v_1\). The overlap is a real parameter, and its physical range enters only through the hypotheses of the theorems.

```lean
/-- Overlap matrix of two normalised basis functions with mutual overlap `s`. -/
def overlap (s : ℝ) : Matrix (Fin 2) (Fin 2) ℝ := !![1, s; s, 1]

/-- Hamiltonian matrix `diag(0, 1)` in the same basis. -/
def hamiltonian : Matrix (Fin 2) (Fin 2) ℝ := !![0, 0; 0, 1]

/-- The symmetric combination `(1, 1)` of the two basis functions. -/
def symVec : Fin 2 → ℝ := ![1, 1]
```

The vector `symVec` is left unnormalised, which does not affect the energy because the quotient is unchanged by scaling.

```lean
/-- Energy of the trial vector `v` in the nonorthogonal basis, for `v` with nonzero squared norm `vᵀ
S v`. -/
def rayleigh (s : ℝ) (v : Fin 2 → ℝ) : ℝ :=
  (v ⬝ᵥ (hamiltonian *ᵥ v)) / (v ⬝ᵥ (overlap s *ᵥ v))
```

The set of energies is defined for any subspace `W`, so the full space and the symmetric line are treated alike.

```lean
/-- The energies of all nonzero trial vectors in the subspace `W`. -/
def energies (s : ℝ) (W : Submodule ℝ (Fin 2 → ℝ)) : Set ℝ :=
  {E | ∃ v ∈ W, v ≠ 0 ∧ rayleigh s v = E}
```

The condition `v ≠ 0` in this set is easily forgotten, and the result depends on it. Lean evaluates \(0/0\) as \(0\), so admitting the zero vector would put the energy \(0\) into every subspace, and the jump would disappear.

The retained space is defined by the eigenvalue equation and the strict inequality `τ < μ`. That it is a plane or a line has to be proved.

```lean
/-- The space kept by canonical orthogonalization: the span of the eigenvectors of the
overlap matrix with eigenvalue above the threshold `τ`. -/
def retained (τ s : ℝ) : Submodule ℝ (Fin 2 → ℝ) :=
  Submodule.span ℝ {v | ∃ μ : ℝ, τ < μ ∧ overlap s *ᵥ v = μ • v}

/-- Ground energy after canonical orthogonalization with threshold `τ`: the infimum of the
energy over nonzero retained vectors. -/
def groundEnergy (τ s : ℝ) : ℝ := sInf (energies s (retained τ s))
```

The ground energy is written as an infimum, `sInf`. In both cases treated below it is an attained minimum. The file works with the retained subspace directly and does not construct the transformation matrix to an orthonormal basis or diagonalise the transformed Hamiltonian.

## Positivity of the norm and the two minima

The first lemma expands \(v^TSv\) in components.

```lean
/-- The squared norm of a trial vector, written in its components. -/
theorem overlap_form (s : ℝ) (v : Fin 2 → ℝ) :
    v ⬝ᵥ (overlap s *ᵥ v) = v 0 ^ 2 + 2 * s * v 0 * v 1 + v 1 ^ 2 := by
  simp [overlap, Matrix.mulVec, dotProduct, Fin.sum_univ_two]
  ring
```

Positivity is proved by contradiction. If the form were not positive, the two non-negative terms \((1+s)(v_0+v_1)^2\) and \((1-s)(v_0-v_1)^2\), whose sum is twice the form, would both have to vanish. These are `hA` and `hB`, and together they give \(v=0\).

```lean
/-- For `-1 < s < 1` every nonzero trial vector has positive squared norm. -/
theorem overlap_pos {s : ℝ} (h₁ : -1 < s) (h₂ : s < 1) {v : Fin 2 → ℝ} (hv : v ≠ 0) :
    0 < v ⬝ᵥ (overlap s *ᵥ v) := by
  rw [overlap_form]
  by_contra hn
  have hp : 0 < 1 + s := by linarith
  have hm : 0 < 1 - s := by linarith
  -- the form is a positive combination of two squares, so both must vanish
  have A := mul_nonneg hp.le (sq_nonneg (v 0 + v 1))
  have B := mul_nonneg hm.le (sq_nonneg (v 0 - v 1))
  have hA : (1 + s) * (v 0 + v 1) ^ 2 = 0 := le_antisymm (by nlinarith) A
  have hB : (1 - s) * (v 0 - v 1) ^ 2 = 0 := le_antisymm (by nlinarith) B
  have a := (pow_eq_zero_iff two_ne_zero).1 ((mul_eq_zero.1 hA).resolve_left hp.ne')
  have b := (pow_eq_zero_iff two_ne_zero).1 ((mul_eq_zero.1 hB).resolve_left hm.ne')
  apply hv
  ext i
  fin_cases i
  · change v 0 = 0
    linarith
  · change v 1 = 0
    linarith

/-- The numerator of the energy is the squared second component. -/
private theorem hamiltonian_form (v : Fin 2 → ℝ) :
    v ⬝ᵥ (hamiltonian *ᵥ v) = v 1 ^ 2 := by
  simp [hamiltonian, Matrix.mulVec, dotProduct, Fin.sum_univ_two]
  ring
```

In the next theorem `IsLeast` says that \(0\) is an energy of some nonzero vector and that no energy lies below it. The witness is `![1, 0]`. The second half of the statement says that every nonzero vector with energy \(0\) has a vanishing second component.

```lean
/-- For `-1 < s < 1` the minimum energy over the full space is `0`, and only vectors without a
second component attain it. -/
theorem full_minimum {s : ℝ} (h₁ : -1 < s) (h₂ : s < 1) :
    IsLeast (energies s ⊤) 0 ∧ ∀ v : Fin 2 → ℝ, v ≠ 0 → rayleigh s v = 0 → v 1 = 0 := by
  refine ⟨⟨⟨![1, 0], Submodule.mem_top, fun h => ?_, ?_⟩, ?_⟩, ?_⟩
  · simpa using congrFun h 0
  · rw [rayleigh, hamiltonian_form]
    simp
  · rintro E ⟨v, -, hv, rfl⟩
    rw [rayleigh, hamiltonian_form]
    exact div_nonneg (sq_nonneg _) (overlap_pos h₁ h₂ hv).le
  · intro v hv h
    rw [rayleigh, hamiltonian_form] at h
    exact (pow_eq_zero_iff two_ne_zero).1
      ((div_eq_zero_iff.1 h).resolve_right (overlap_pos h₁ h₂ hv).ne')
```

On the symmetric line the set of energies is a single number. The step `key` carries out the cancellation of \(c^2\) shown above, and the rest of the proof writes each vector of the span as a multiple of `symVec`.

```lean
/-- For `s > -1` every nonzero vector in the span of `(1, 1)` has the same energy `1 / (2 + 2 s)`,
and this energy is positive. -/
theorem symmetric_energy {s : ℝ} (hs : -1 < s) :
    energies s (Submodule.span ℝ {symVec}) = {1 / (2 + 2 * s)} ∧ 0 < 1 / (2 + 2 * s) := by
  have hpos : 0 < 2 + 2 * s := by linarith
  have key : ∀ c : ℝ, c ≠ 0 → rayleigh s (c • symVec) = 1 / (2 + 2 * s) := by
    intro c hc
    have h0 : (c • symVec) 0 = c := by simp [symVec]
    have h1 : (c • symVec) 1 = c := by simp [symVec]
    rw [rayleigh, hamiltonian_form, overlap_form, h0, h1,
      show c ^ 2 + 2 * s * c * c + c ^ 2 = c ^ 2 * (2 + 2 * s) by ring,
      div_eq_div_iff (mul_ne_zero (pow_ne_zero 2 hc) hpos.ne') hpos.ne']
    ring
  refine ⟨Set.eq_singleton_iff_unique_mem.2 ⟨?_, ?_⟩, one_div_pos.2 hpos⟩
  · refine ⟨(1 : ℝ) • symVec, Submodule.smul_mem _ _ (Submodule.mem_span_singleton_self _),
      fun h => ?_, key 1 one_ne_zero⟩
    simpa [symVec] using congrFun h 0
  · rintro E ⟨v, hv, hne, rfl⟩
    obtain ⟨c, rfl⟩ := Submodule.mem_span_singleton.1 hv
    exact key c (fun hc => hne (by rw [hc, zero_smul]))
```

## Which eigenvectors survive

The symmetric vector is retained whenever \(\tau<1+s\), by checking its eigenvalue equation.

```lean
private theorem symVec_mem {τ s : ℝ} (h : τ < 1 + s) : symVec ∈ retained τ s := by
  refine Submodule.subset_span ⟨1 + s, h, ?_⟩
  ext i
  fin_cases i <;> simp [symVec, overlap, Matrix.mulVec, dotProduct, Fin.sum_univ_two]
  ring
```

If \(1-s\) also exceeds the threshold, `![1, -1]` is retained too. Every vector is then split into its symmetric and antisymmetric parts, with coefficients \((v_0+v_1)/2\) and \((v_0-v_1)/2\).

```lean
/-- If both `1 - s` and `1 + s` exceed the threshold, the whole space is retained. -/
theorem retained_eq_top {τ s : ℝ} (h₁ : τ < 1 - s) (h₂ : τ < 1 + s) :
    retained τ s = ⊤ := by
  have hm : (![1, -1] : Fin 2 → ℝ) ∈ retained τ s := by
    refine Submodule.subset_span ⟨1 - s, h₁, ?_⟩
    ext i
    fin_cases i <;> simp [overlap, Matrix.mulVec, dotProduct, Fin.sum_univ_two] <;> ring
  refine eq_top_iff.2 fun v _ => ?_
  -- split v into its symmetric and antisymmetric parts
  have hv : v = ((v 0 + v 1) / 2) • symVec + ((v 0 - v 1) / 2) • ![1, -1] := by
    ext i
    fin_cases i <;> simp [symVec] <;> ring
  rw [hv]
  exact Submodule.add_mem _ (Submodule.smul_mem _ _ (symVec_mem h₂)) (Submodule.smul_mem _ _ hm)
```

In the other case the proof takes an arbitrary eigenvector with \(\mu>\tau\). The hypotheses `e0` and `e1` are the two components of \(Sv=\mu v\), and `hz` is their difference, the product that vanished in the derivation.

```lean
/-- If `1 - s` does not exceed the threshold but `1 + s` does, only the span of `(1, 1)`
is retained. -/
theorem retained_eq_span {τ s : ℝ} (h₁ : 1 - s ≤ τ) (h₂ : τ < 1 + s) :
    retained τ s = Submodule.span ℝ {symVec} := by
  apply le_antisymm
  · refine Submodule.span_le.2 ?_
    rintro v ⟨μ, hμ, hv⟩
    have e0 : v 0 + s * v 1 = μ * v 0 := by
      simpa [overlap, Matrix.mulVec, dotProduct, Fin.sum_univ_two] using congrFun hv 0
    have e1 : s * v 0 + v 1 = μ * v 1 := by
      simpa [overlap, Matrix.mulVec, dotProduct, Fin.sum_univ_two] using congrFun hv 1
    -- the antisymmetric part would need the eigenvalue 1 - s
    have hz : (μ - (1 - s)) * (v 0 - v 1) = 0 := by linear_combination e1 - e0
    have hμ' : 0 < μ - (1 - s) := by linarith
    have heq : v 0 = v 1 := sub_eq_zero.1 ((mul_eq_zero.1 hz).resolve_left hμ'.ne')
    refine Submodule.mem_span_singleton.2 ⟨v 0, ?_⟩
    ext i
    fin_cases i <;> simp [symVec, heq]
  · exact (Submodule.span_singleton_le_iff_mem _ _).2 (symVec_mem h₂)
```

## The discontinuity and its size

The retained spaces and the two minima combine into the piecewise formula for \(E_\tau(s)\).

```lean
/-- For `0 < τ < 1` the ground energy is `0` when `0 < s < 1 - τ` and `1 / (2 + 2 s)` for `s ≥ 1 -
τ`. -/
theorem groundEnergy_eq {τ : ℝ} (h0 : 0 < τ) (h1 : τ < 1) :
    (∀ s, 0 < s → s < 1 - τ → groundEnergy τ s = 0) ∧
      ∀ s, 1 - τ ≤ s → groundEnergy τ s = 1 / (2 + 2 * s) := by
  refine ⟨fun s hs hlt => ?_, fun s hs => ?_⟩
  · rw [groundEnergy, retained_eq_top (by linarith) (by linarith)]
    exact (full_minimum (by linarith) (by linarith)).1.csInf_eq
  · rw [groundEnergy, retained_eq_span (by linarith) (by linarith),
      (symmetric_energy (by linarith)).1, csInf_singleton]
```

The second branch is stated for all \(s\ge1-\tau\). It thus includes \(s\ge1\), where the formula remains true but \(s\) is no longer the overlap of two linearly independent normalised functions.

The next theorem gives the one-sided limits; `𝓝[<]` and `𝓝[>]` denote approach from below and from above. On the left the energy is constantly \(0\) on the interval \((0,1-\tau)\). On the right it agrees with the continuous function \(1/(2+2s)\). If the energy were continuous at \(1-\tau\), its value there would equal the left limit \(0\), but that value is positive.

```lean
/-- For `0 < τ < 1`, at `s = 1 - τ` the ground energy has left limit `0` and right limit `1 / (4 - 2
τ)`, and it is discontinuous there. -/
theorem groundEnergy_jump {τ : ℝ} (h0 : 0 < τ) (h1 : τ < 1) :
    Tendsto (groundEnergy τ) (𝓝[<] (1 - τ)) (𝓝 0) ∧
      Tendsto (groundEnergy τ) (𝓝[>] (1 - τ)) (𝓝 (1 / (4 - 2 * τ))) ∧
      ¬ ContinuousAt (groundEnergy τ) (1 - τ) := by
  obtain ⟨below, above⟩ := groundEnergy_eq h0 h1
  have left : Tendsto (groundEnergy τ) (𝓝[<] (1 - τ)) (𝓝 0) := by
    refine tendsto_const_nhds.congr' ?_
    filter_upwards [Ioo_mem_nhdsLT (show (0 : ℝ) < 1 - τ by linarith)] with s hs
    exact (below s hs.1 hs.2).symm
  refine ⟨left, ?_, fun hc => ?_⟩
  · have hne : 2 + 2 * (1 - τ) ≠ 0 := by
      have : 0 < 2 + 2 * (1 - τ) := by linarith
      exact this.ne'
    have hcont : ContinuousAt (fun s : ℝ => 1 / (2 + 2 * s)) (1 - τ) :=
      ContinuousAt.div (by fun_prop) (by fun_prop) hne
    have ht := hcont.tendsto.mono_left (nhdsWithin_le_nhds (s := Set.Ioi (1 - τ)))
    rw [show 4 - 2 * τ = 2 + 2 * (1 - τ) by ring]
    refine ht.congr' ?_
    filter_upwards [self_mem_nhdsWithin] with s hs
    exact (above s (le_of_lt hs)).symm
  · -- continuity would force the positive value at the threshold to equal the left limit 0
    have hz := tendsto_nhds_unique (hc.tendsto.mono_left nhdsWithin_le_nhds) left
    rw [above _ le_rfl] at hz
    exact (symmetric_energy (s := 1 - τ) (by linarith)).2.ne' hz
```

The last theorem compares the energy at the critical overlap with the energy at any smaller positive overlap. After both values are inserted, what remains is \(1/4<1/(2+2(1-\tau))\), which holds because \(\tau>0\).

```lean
/-- For every threshold `0 < τ < 1`, the ground energy at `s = 1 - τ` lies more than `1/4`
above its value at any smaller positive overlap. -/
theorem jump_gt_quarter {τ s : ℝ} (h0 : 0 < τ) (h1 : τ < 1) (hs : 0 < s) (hlt : s < 1 - τ) :
    1 / 4 < groundEnergy τ (1 - τ) - groundEnergy τ s := by
  obtain ⟨below, above⟩ := groundEnergy_eq h0 h1
  rw [below s hs hlt, above _ le_rfl, sub_zero]
  exact one_div_lt_one_div_of_lt (by linarith) (by linarith)

end

end CanonicalOrthogonalizationJump
```

```lean
#print axioms CanonicalOrthogonalizationJump.groundEnergy_jump
#print axioms CanonicalOrthogonalizationJump.jump_gt_quarter
```

```
'CanonicalOrthogonalizationJump.groundEnergy_jump' depends on axioms: [propext, Classical.choice, Quot.sound]
'CanonicalOrthogonalizationJump.jump_gt_quarter' depends on axioms: [propext, Classical.choice, Quot.sound]
```
